# The energy levels of an ideal Aharonov–Bohm ring fix the flux up to sign and whole flux quanta

Fit the flux through a ring to its energy levels, and one run may return 0.3 flux quanta, another 0.7. Without knowing which fluxes share a spectrum, one cannot tell whether the fits disagree. They do not: for the same ring and particle, the sets of levels at fluxes of a and b quanta coincide exactly when a − b or a + b is an integer. For a single non-interacting particle on an ideal ring, energies alone therefore cannot reveal the direction of the flux.

## A real flux through a one-dimensional ring

For charge q and enclosed flux Φ, let a = qΦ/(2πħ), which is the flux in units of the flux quantum h/q. With the angle θ as coordinate, the kinetic angular momentum in units of ħ is

P = −i d/dθ − a,

and the Hamiltonian is P² in units of ħ²/2mR², with m the mass and R the radius. A real a makes P Hermitian on smooth periodic functions. An imaginary part would spoil this: a = i/2 gives the complex level (1 − i/2)² = 3/4 − i.

```lean
import Mathlib

open Complex
open scoped Real

namespace AharonovBohmRing

noncomputable section

/-- The kinetic angular momentum `-i d/dθ - a` on a ring threaded by `a` flux quanta,
in units of `ħ`. -/
def kineticMomentum (a : ℝ) (ψ : ℝ → ℂ) : ℝ → ℂ :=
  fun θ => -I * deriv ψ θ - a * ψ θ
```

`ringSpectrum a` contains every complex E for which P²ψ = Eψ has a solution ψ meeting the conditions discussed below. That E is real is derived. Being a set, it records no degeneracies; the model also leaves out spin, disorder and the width of the ring.

```lean
/-- The energies of the ring, in units of `ħ²/2mR²`: the numbers `E` for which the stationary
Schrödinger equation has a nonzero, twice differentiable, `2π`-periodic solution. -/
def ringSpectrum (a : ℝ) : Set ℂ :=
  {E | ∃ ψ : ℝ → ℂ, Differentiable ℝ ψ ∧ Differentiable ℝ (deriv ψ) ∧
    Function.Periodic ψ (2 * π) ∧ ψ ≠ 0 ∧
    ∀ θ, kineticMomentum a (kineticMomentum a ψ) θ = E * ψ θ}
```

## A nonzero wavefunction that closes on itself

Periodicity says that ψ is single-valued on the ring; ψ ≠ 0 says that there is a particle. Both are needed to quantize the momentum. If Pφ = kφ, then

φ′ = i(k + a)φ, so φ(θ) = A e^{i(k+a)θ}.

Since φ ≠ 0, A ≠ 0, and φ(θ + 2π) = φ(θ) requires

e^{2πi(k+a)} = 1, so k = n − a with n an integer.

Conversely, P e^{inθ} = (n − a)e^{inθ}, and applying P again gives the energy (n − a)².

Without periodicity, e^{i(k+a)θ} solves the equation with E = k² for any complex k. The fluxes 0 and 1/4 would then both have all of ℂ as spectrum, though neither their difference nor their sum is an integer. Allowing ψ = 0 has the same effect.

```lean
/-- The plane wave `exp(i n θ)` on the ring. -/
def planeWave (n : ℤ) : ℝ → ℂ := fun θ => cexp (I * n * θ)

/-- The derivative of `exp(c θ)` along the real angle `θ` is `c exp(c θ)`. -/
theorem hasDerivAt_wave (c : ℂ) (θ : ℝ) :
    HasDerivAt (fun t : ℝ => cexp (c * t)) (c * cexp (c * θ)) θ := by
  have h1 : HasDerivAt (fun z : ℂ => c * z) c (θ : ℂ) :=
    ((hasDerivAt_id' (θ : ℂ)).const_mul c).congr_deriv (mul_one c)
  exact h1.cexp.comp_ofReal.congr_deriv (mul_comm _ _)

/-- The plane wave `exp(i n θ)` has kinetic angular momentum `n - a`. -/
theorem kineticMomentum_planeWave (a : ℝ) (n : ℤ) :
    kineticMomentum a (planeWave n) = fun θ => ((n : ℂ) - a) * planeWave n θ := by
  funext θ
  have hw : deriv (planeWave n) θ = I * n * planeWave n θ := (hasDerivAt_wave (I * n) θ).deriv
  show -I * deriv (planeWave n) θ - a * planeWave n θ = _
  rw [hw]
  linear_combination (-(n : ℂ) * planeWave n θ) * I_sq
```

In `kineticMomentum_quantized`, `hg` shows that φ e^{cθ}, with c = −i(k + a), has zero derivative and is thus constant. Comparing its values one turn apart uses `hp`; cancelling φ at a point where it is nonzero uses `h0`. What remains is `hone`, the phase condition above with the opposite sign in the exponent, which is equivalent.

```lean
/-- A nonzero periodic eigenfunction of the kinetic angular momentum has eigenvalue `n - a`
with `n` an integer. -/
theorem kineticMomentum_quantized {a : ℝ} {k : ℂ} {φ : ℝ → ℂ} (hd : Differentiable ℝ φ)
    (hp : Function.Periodic φ (2 * π)) (h0 : φ ≠ 0)
    (h : ∀ θ, kineticMomentum a φ θ = k * φ θ) : ∃ n : ℤ, k = n - a := by
  obtain ⟨c, hc⟩ : ∃ c : ℂ, c = -(I * (k + a)) := ⟨_, rfl⟩
  -- removing the expected phase leaves a constant
  have hg : ∀ θ, HasDerivAt (fun t : ℝ => φ t * cexp (c * t)) 0 θ := by
    intro θ
    have e : -I * deriv φ θ - a * φ θ = k * φ θ := h θ
    have hder : deriv φ θ = -c * φ θ := by
      rw [hc]
      linear_combination I * e + deriv φ θ * I_sq
    refine ((hd θ).hasDerivAt.fun_mul (hasDerivAt_wave c θ)).congr_deriv ?_
    rw [hder]
    ring
  obtain ⟨t, ht⟩ := Function.ne_iff.mp h0
  have ht' : φ t ≠ 0 := ht
  have hconst : φ (t + 2 * π) * cexp (c * ((t + 2 * π : ℝ) : ℂ)) = φ t * cexp (c * t) :=
    is_const_of_deriv_eq_zero (fun θ => (hg θ).differentiableAt) (fun θ => (hg θ).deriv) _ _
  -- going once around the ring must give the phase factor one
  have hsplit : c * ((t + 2 * π : ℝ) : ℂ) = c * t + c * (2 * π) := by
    push_cast
    ring
  rw [hp t, hsplit, Complex.exp_add] at hconst
  have hone : cexp (c * (2 * π)) = 1 := by
    apply mul_left_cancel₀ (mul_ne_zero ht' (Complex.exp_ne_zero (c * t)))
    linear_combination hconst
  obtain ⟨n, hn⟩ := Complex.exp_eq_one_iff.mp hone
  have hk : k + a = -(n : ℂ) := by
    apply mul_right_cancel₀ Complex.two_pi_I_ne_zero
    rw [hc] at hn
    linear_combination -hn
  refine ⟨-n, ?_⟩
  push_cast
  linear_combination hk
```

## Two derivatives everywhere on the ring

Twice differentiable means that ψ and ψ′ join smoothly at every angle, including where θ = 2π meets θ = 0. This lets the second-order equation be factored. Choose a complex k with k² = E and put χ = (P + k)ψ. Then

(P − k)χ = P²ψ − k²ψ = 0.

If χ = 0, then Pψ = −kψ and −k = n − a. Otherwise χ is a nonzero periodic eigenfunction of P, and k = n − a. Either way E = (n − a)².

If both differentiability conditions were dropped, one could take e^{i(k+a)θ} on 0 < θ < 2π, set it to zero at the junction and repeat it periodically. Lean assigns derivative 0 at the jump, so this function would pass for any k, and every E would be a level.

The proof of `mem_ringSpectrum_iff` splits on χ = 0 in the same way. The second derivative enters through `hd'`, which makes χ differentiable; `hp'` makes it periodic. The plane waves supply the converse.

```lean
/-- The energies of the flux-threaded ring are exactly the real numbers `(n - a)²` with `n` an
integer. -/
theorem mem_ringSpectrum_iff (a : ℝ) (E : ℂ) :
    E ∈ ringSpectrum a ↔ ∃ n : ℤ, E = ((((n : ℝ) - a) ^ 2 : ℝ) : ℂ) := by
  constructor
  · rintro ⟨ψ, hd, hd', hp, h0, hE⟩
    obtain ⟨k, hk⟩ : ∃ k : ℂ, k ^ 2 = E := IsAlgClosed.exists_pow_nat_eq E two_pos
    have hK : Differentiable ℝ (kineticMomentum a ψ) :=
      (hd'.const_mul (-I)).sub (hd.const_mul (a : ℂ))
    have hp' : ∀ θ, deriv ψ (θ + 2 * π) = deriv ψ θ := by
      intro θ
      have hfun : (fun x => ψ (x + 2 * π)) = ψ := funext hp
      rw [← deriv_comp_add_const, hfun]
    -- factor the Schrödinger equation as (P - k)(P + k)ψ = 0
    by_cases hφ : (fun θ => kineticMomentum a ψ θ + k * ψ θ) = 0
    · obtain ⟨n, hn⟩ := kineticMomentum_quantized (a := a) (k := -k) hd hp h0 (by
        intro θ
        have e : kineticMomentum a ψ θ + k * ψ θ = 0 := congrFun hφ θ
        linear_combination e)
      refine ⟨n, ?_⟩
      push_cast
      rw [← hk, ← hn]
      ring
    · obtain ⟨n, hn⟩ := kineticMomentum_quantized (a := a) (k := k)
        (hK.add (hd.const_mul k)) (by
          intro θ
          show (-I * deriv ψ (θ + 2 * π) - a * ψ (θ + 2 * π)) + k * ψ (θ + 2 * π)
            = (-I * deriv ψ θ - a * ψ θ) + k * ψ θ
          rw [hp' θ, hp θ]) hφ (by
          intro θ
          have hder : deriv (fun t => kineticMomentum a ψ t + k * ψ t) θ
              = deriv (kineticMomentum a ψ) θ + k * deriv ψ θ :=
            ((hK θ).hasDerivAt.fun_add ((hd θ).hasDerivAt.const_mul k)).deriv
          have e : -I * deriv (kineticMomentum a ψ) θ - a * kineticMomentum a ψ θ
              = E * ψ θ := hE θ
          have p : kineticMomentum a ψ θ = -I * deriv ψ θ - a * ψ θ := rfl
          show -I * deriv (fun t => kineticMomentum a ψ t + k * ψ t) θ
            - a * (kineticMomentum a ψ θ + k * ψ θ) = k * (kineticMomentum a ψ θ + k * ψ θ)
          rw [hder]
          linear_combination e - k * p - ψ θ * hk)
      refine ⟨n, ?_⟩
      push_cast
      rw [← hk, hn]
  · rintro ⟨n, rfl⟩
    -- the plane wave with winding number n realises the level
    have hw : ∀ θ, HasDerivAt (planeWave n) (I * n * planeWave n θ) θ := hasDerivAt_wave (I * n)
    have hd : Differentiable ℝ (planeWave n) := fun θ => (hw θ).differentiableAt
    have hderiv : deriv (planeWave n) = fun θ => I * n * planeWave n θ :=
      funext fun θ => (hw θ).deriv
    refine ⟨planeWave n, hd, ?_, ?_, fun h => Complex.exp_ne_zero _ (congrFun h 0), ?_⟩
    · rw [hderiv]
      exact hd.const_mul _
    · intro θ
      have e : I * n * ((θ + 2 * π : ℝ) : ℂ) = I * n * θ + n * (2 * π * I) := by
        push_cast
        ring
      show cexp (I * n * ((θ + 2 * π : ℝ) : ℂ)) = cexp (I * n * θ)
      rw [e, Complex.exp_add, Complex.exp_eq_one_iff.mpr ⟨n, rfl⟩, mul_one]
    · intro θ
      have h2 : deriv (fun t => ((n : ℂ) - a) * planeWave n t) θ
          = ((n : ℂ) - a) * (I * n * planeWave n θ) := ((hw θ).const_mul _).deriv
      rw [kineticMomentum_planeWave]
      show -I * deriv (fun t => ((n : ℂ) - a) * planeWave n t) θ
        - a * (((n : ℂ) - a) * planeWave n θ) = _
      rw [h2]
      push_cast
      linear_combination (-(n : ℂ) * ((n : ℂ) - a) * planeWave n θ) * I_sq
```

## One shared level is enough

Take two rings with the same value of mR², so that their energies have the same unit. If they share a level, then (n − a)² = (m − b)² for integers n and m. Taking roots,

n − a = m − b, so a − b = n − m,

or

n − a = −(m − b), so a + b = n + m.

The Lean proof uses the reality of a and b to bring the equation from ℂ to ℝ before taking roots.

```lean
/-- If rings with fluxes `a` and `b` share a single energy level, then `a - b` or `a + b` is an
integer. -/
theorem flux_of_common_level {a b : ℝ} {E : ℂ} (ha : E ∈ ringSpectrum a)
    (hb : E ∈ ringSpectrum b) : (∃ n : ℤ, a - b = n) ∨ ∃ n : ℤ, a + b = n := by
  obtain ⟨n, hn⟩ := (mem_ringSpectrum_iff a E).mp ha
  obtain ⟨m, hm⟩ := (mem_ringSpectrum_iff b E).mp hb
  have h : ((n : ℝ) - a) ^ 2 = ((m : ℝ) - b) ^ 2 := Complex.ofReal_injective (hn.symm.trans hm)
  rcases sq_eq_sq_iff_eq_or_eq_neg.mp h with h | h
  · exact Or.inl ⟨n - m, by push_cast; linarith⟩
  · exact Or.inr ⟨n + m, by push_cast; linarith⟩
```

Equal spectra share the level a², which gives one direction of the equivalence. For the other, relabel the levels:

a = b + n: (m − a)² = ((m − n) − b)²

a = n − b: (m − a)² = ((n − m) − b)²

Each relabelling is a bijection of the integers, so the sets agree.

```lean
/-- Rings with fluxes `a` and `b` have the same set of energies if and only if `a - b` or
`a + b` is an integer number of flux quanta. -/
theorem ringSpectrum_eq_iff (a b : ℝ) :
    ringSpectrum a = ringSpectrum b ↔ (∃ n : ℤ, a - b = n) ∨ ∃ n : ℤ, a + b = n := by
  constructor
  · intro h
    have h0 := (mem_ringSpectrum_iff a _).mpr ⟨0, rfl⟩
    exact flux_of_common_level h0 (h ▸ h0)
  · -- relabel the winding number: a shift in the first case, a reflection in the second
    rintro (⟨n, h⟩ | ⟨n, h⟩)
    · obtain rfl : a = n + b := by linarith
      ext E
      rw [mem_ringSpectrum_iff, mem_ringSpectrum_iff]
      constructor
      · rintro ⟨m, hm⟩
        exact ⟨m - n, by rw [hm]; push_cast; ring⟩
      · rintro ⟨m, hm⟩
        exact ⟨m + n, by rw [hm]; push_cast; ring⟩
    · obtain rfl : a = n - b := by linarith
      ext E
      rw [mem_ringSpectrum_iff, mem_ringSpectrum_iff]
      constructor
      · rintro ⟨m, hm⟩
        exact ⟨n - m, by rw [hm]; push_cast; ring⟩
      · rintro ⟨m, hm⟩
        exact ⟨n - m, by rw [hm]; push_cast; ring⟩
```

## Fluxes between zero and half a quantum

Restricting fluxes to [0, 1/2] selects one representative of each class. There, an integer difference must be 0, and an integer sum is 0 or 1, which forces both fluxes to be 0 or both to be 1/2. Without the restriction uniqueness fails: 1/4 and 3/4 have the same spectrum.

```lean
/-- Two fluxes between zero and half a flux quantum with the same set of energies are equal. -/
theorem ringSpectrum_injOn : Set.InjOn ringSpectrum (Set.Icc 0 (1 / 2)) := by
  rintro f ⟨hf0, hf1⟩ g ⟨hg0, hg1⟩ h
  rcases (ringSpectrum_eq_iff f g).mp h with ⟨n, hn⟩ | ⟨n, hn⟩
  · have h1 : n < 1 := by exact_mod_cast (by linarith : (n : ℝ) < 1)
    have h2 : -1 < n := by exact_mod_cast (by linarith : (-1 : ℝ) < n)
    obtain rfl : n = 0 := by omega
    push_cast at hn
    linarith
  · rcases le_or_gt n 0 with h1 | h1
    · have h2 : (n : ℝ) ≤ 0 := by exact_mod_cast h1
      linarith
    · have h2 : (1 : ℝ) ≤ n := by exact_mod_cast h1
      linarith
```

The representative of a is its distance to the nearest integer, `|a - round a|`. This equals a or −a up to an integer, so the spectrum is unchanged; injectivity makes it unique.

```lean
/-- For every flux there is exactly one flux between zero and half a flux quantum with the same
set of energies. -/
theorem existsUnique_reduced_flux (a : ℝ) :
    ∃! f : ℝ, f ∈ Set.Icc (0 : ℝ) (1 / 2) ∧ ringSpectrum f = ringSpectrum a := by
  -- the distance from a to the nearest integer
  have hS : ringSpectrum |a - round a| = ringSpectrum a := by
    rw [ringSpectrum_eq_iff]
    rcases abs_choice (a - round a) with h | h
    · exact Or.inl ⟨-round a, by rw [h]; push_cast; ring⟩
    · exact Or.inr ⟨round a, by rw [h]; ring⟩
  have hI : |a - round a| ∈ Set.Icc (0 : ℝ) (1 / 2) := ⟨abs_nonneg _, abs_sub_round a⟩
  exact ⟨|a - round a|, ⟨hI, hS⟩, fun g hg => ringSpectrum_injOn hg.1 hI (hg.2.trans hS.symm)⟩

end

end AharonovBohmRing
```

```lean
#print axioms AharonovBohmRing.flux_of_common_level
#print axioms AharonovBohmRing.existsUnique_reduced_flux
```

```
'AharonovBohmRing.flux_of_common_level' depends on axioms: [propext, Classical.choice, Quot.sound]
'AharonovBohmRing.existsUnique_reduced_flux' depends on axioms: [propext, Classical.choice, Quot.sound]
```
